# An exactly solved Jacobi-Davidson correction gives the inverse-iteration vector when ⟨x,(A−θ)⁻¹x⟩ ≠ 0

## Does making the correction orthogonal to x reproduce inverse iteration?

When I expand the search space in a Jacobi-Davidson calculation, I apply an approximate inverse of A − θ to both the residual r and the current unit vector x, then combine the two results with a scalar e so that the correction t is orthogonal to x. Here A is Hermitian, θ = ⟨x,Ax⟩ and r = (A − θ)x. If the inverse is exact, I expect that only one e works, namely e = 1/⟨x,y⟩ with y = (A − θ)⁻¹x, and that x + t is then e y, the inverse-iteration vector. Can this be made rigorous, with the conditions stated and the proof checked by machine?

## Yes, if θ is not an eigenvalue and x overlaps with y

Since θ is not an eigenvalue, A − θ is invertible in finite dimension. For any complex scalar e, define

t(e) = −(A − θ)⁻¹(r − e x).

Because r = (A − θ)x, applying the inverse to r returns x. Therefore

t(e) = −x + e y, so x + t(e) = e y.

The direction of x + t(e) is thus that of y for every nonzero e; orthogonality only fixes the scale. Taking the inner product with x, and using ⟨x,x⟩ = 1, gives

⟨x,t(e)⟩ = e⟨x,y⟩ − 1.

If ⟨x,y⟩ ≠ 0, this vanishes exactly when e = 1/⟨x,y⟩. If ⟨x,y⟩ = 0, it equals −1 whatever e is, and no orthogonal correction of this form exists.

Nothing so far uses Hermiticity. It enters in a further result: the normalised new vector has a residual norm no larger than that of x. Let u be any unit vector, with Rayleigh quotient θᵤ = ⟨u,Au⟩ and residual rᵤ = Au − θᵤu. Then rᵤ is orthogonal to u, and for any scalar μ

‖Au − μu‖² = ‖rᵤ‖² + |θᵤ − μ|² ≥ ‖rᵤ‖².

Now take u = d y with |d|‖y‖ = 1. Since (A − θ)u = d x, the choice μ = θ gives ‖rᵤ‖ ≤ |d|. For Hermitian A, θ is real and

⟨r,y⟩ = ⟨(A − θ)x,y⟩ = ⟨x,(A − θ)y⟩ = ⟨x,x⟩ = 1.

Cauchy-Schwarz then gives 1 ≤ ‖r‖‖y‖, and hence

‖rᵤ‖ ≤ |d| ≤ |d|‖r‖‖y‖ = ‖r‖.

### A two-level example

Let A have rows (1, 1) and (1, 3), and let x = (1, 0). Then θ = 1, r = (0, 1) and y = (−2, 1), so ⟨x,y⟩ = −2 and e = −1/2. The correction is

t = −x + e y = (0, −1/2),

which is orthogonal to x, and x + t = (1, −1/2) = e y. After normalisation, the new vector is (2, −1)/√5, with Rayleigh quotient 3/5. The residual norm has fallen from 1 to 1/5.

If the lower diagonal entry is 1 instead of 3, θ = 1 is still not an eigenvalue, but y = (0, 1) has no overlap with x, and the orthogonality condition has no solution.

### How the Lean statements express this

`E` is a complex inner product space, finite-dimensional in every theorem about the inverse, and `A : Module.End ℂ E` is a linear operator on it. The inner product `inner ℂ x y` is conjugate-linear in its first argument, as in Dirac notation. The definitions `rayleigh`, `residual`, `inverseIterate` and `correction` are θ, r, y and t(e), and `shifted` is A − θ. The hypothesis `hx` says that x is normalised, `h` that θ is not an eigenvalue, and `hxy` that the overlap is nonzero. `Ring.inverse` returns zero for a non-invertible operator, so `h` is what makes it the true inverse.

`jacobiDavidson_eq_inverseIteration` states both the equivalence for e and the identity for x + t, without assuming A Hermitian. `exists_orthogonal_correction_iff` says that a suitable e exists exactly when the overlap is nonzero. `residual_norm_antitone` adds `LinearMap.IsSymmetric A`, which is Hermiticity, and allows any e and any scale factor c for which c(x + t) has unit norm.

The Jacobi-Davidson correction is usually defined by the projected equation, with P = |x⟩⟨x|:

(1 − P)(A − θ)t = −r, ⟨x,t⟩ = 0.

Since r is orthogonal to x, the first equation says that (A − θ)t = −r + e x for some scalar e. When θ is not an eigenvalue, this means t = t(e), and the condition ⟨x,t⟩ = 0 then determines e as above. The Lean file starts from this solved form and does not formalise the projected equation.

For a Hamiltonian matrix in a finite orthonormal basis, as in configuration interaction, the result describes one correction step with an exact linear solve. It does not cover preconditioned or truncated solves, the Ritz vector extracted from the enlarged subspace, or convergence of the iteration.

```lean
import Mathlib

open Module.End

namespace JacobiDavidsonInverseIteration

noncomputable section

variable {E : Type*} [NormedAddCommGroup E] [InnerProductSpace ℂ E]

/-- The Rayleigh quotient `θ = ⟨x, A x⟩` of a unit vector `x`. -/
def rayleigh (A : Module.End ℂ E) (x : E) : ℂ := inner ℂ x (A x)

/-- The residual `r = A x - θ x`. -/
def residual (A : Module.End ℂ E) (x : E) : E := A x - rayleigh A x • x

/-- The shifted operator `A - θ`, with `θ` the Rayleigh quotient of `x`. -/
def shifted (A : Module.End ℂ E) (x : E) : Module.End ℂ E := A - rayleigh A x • 1

/-- The inverse-iteration vector `y = (A - θ)⁻¹ x`. -/
def inverseIterate (A : Module.End ℂ E) (x : E) : E := Ring.inverse (shifted A x) x

/-- The correction `t = -(A - θ)⁻¹ (r - e x)` with a free scalar `e`. -/
def correction (A : Module.End ℂ E) (x : E) (e : ℂ) : E :=
  -(Ring.inverse (shifted A x) (residual A x - e • x))

/-- For a unit vector `u`, the Rayleigh quotient gives the smallest residual norm
`‖A u - μ u‖` among all scalars `μ`. -/
theorem residual_norm_le (A : Module.End ℂ E) {u : E} (hu : ‖u‖ = 1) (μ : ℂ) :
    ‖residual A u‖ ≤ ‖A u - μ • u‖ := by
  -- the residual is orthogonal to `u`
  have h0 : inner ℂ u (residual A u) = 0 := by
    rw [residual, inner_sub_right, inner_smul_right, inner_self_eq_norm_sq_to_K, hu]
    simp [rayleigh]
  have h1 : inner ℂ (residual A u) ((rayleigh A u - μ) • u) = 0 := by
    rw [inner_smul_right, inner_eq_zero_symm.1 h0, mul_zero]
  have h2 : A u - μ • u = residual A u + (rayleigh A u - μ) • u := by
    rw [residual]
    module
  -- Pythagoras
  have h3 := norm_add_sq (𝕜 := ℂ) (residual A u) ((rayleigh A u - μ) • u)
  rw [h1, map_zero, ← h2] at h3
  by_contra hlt
  have hlt' := lt_of_not_ge hlt
  nlinarith [norm_nonneg (A u - μ • u), sq_nonneg ‖(rayleigh A u - μ) • u‖]

variable [FiniteDimensional ℂ E] {A : Module.End ℂ E} {x : E}

/-- If the Rayleigh quotient `θ` is not an eigenvalue of `A`, then `A - θ` is invertible. -/
theorem isUnit_shifted (h : ¬ HasEigenvalue A (rayleigh A x)) : IsUnit (shifted A x) := by
  rw [LinearMap.isUnit_iff_ker_eq_bot, LinearMap.ker_eq_bot']
  intro v hv
  by_contra hne
  have hv' : A v - rayleigh A x • v = 0 := hv
  exact h (hasEigenvalue_of_hasEigenvector
    (x := v) ⟨mem_eigenspace_iff.2 (sub_eq_zero.1 hv'), hne⟩)

/-- If `θ` is not an eigenvalue of `A`, the inverse-iteration vector `y` solves `A y - θ y = x`. -/
theorem inverseIterate_spec (h : ¬ HasEigenvalue A (rayleigh A x)) :
    A (inverseIterate A x) - rayleigh A x • inverseIterate A x = x :=
  congrArg (fun f : Module.End ℂ E => f x) (Ring.mul_inverse_cancel _ (isUnit_shifted h))

/-- If `θ` is not an eigenvalue of `A`, the corrected vector `x + t` equals `e y` for every scalar
`e`. -/
theorem add_correction (h : ¬ HasEigenvalue A (rayleigh A x)) (e : ℂ) :
    x + correction A x e = e • inverseIterate A x := by
  -- the inverse applied to the residual returns `x` itself
  have hr : Ring.inverse (shifted A x) (residual A x) = x :=
    congrArg (fun f : Module.End ℂ E => f x) (Ring.inverse_mul_cancel _ (isUnit_shifted h))
  rw [correction, map_sub, map_smul, hr, inverseIterate]
  abel

/-- If `θ` is not an eigenvalue of `A`, the overlap of the correction with the unit vector `x` is
`⟨x, t⟩ = e ⟨x, y⟩ - 1`. -/
theorem inner_correction (hx : ‖x‖ = 1) (h : ¬ HasEigenvalue A (rayleigh A x)) (e : ℂ) :
    inner ℂ x (correction A x e) = e * inner ℂ x (inverseIterate A x) - 1 := by
  have ht : correction A x e = e • inverseIterate A x - x := by
    rw [← add_correction h e]
    abel
  rw [ht, inner_sub_right, inner_smul_right, inner_self_eq_norm_sq_to_K, hx]
  simp

/-- Let `x` be a unit vector whose Rayleigh quotient `θ` is not an eigenvalue of `A`. If `⟨x, y⟩ ≠
0`, the correction `t` is orthogonal to `x` exactly for `e = 1 / ⟨x, y⟩`, and with this `e` the
corrected vector `x + t` is the inverse-iteration vector `e y`. -/
theorem jacobiDavidson_eq_inverseIteration (hx : ‖x‖ = 1)
    (h : ¬ HasEigenvalue A (rayleigh A x)) (hxy : inner ℂ x (inverseIterate A x) ≠ 0) :
    (∀ e : ℂ, inner ℂ x (correction A x e) = 0 ↔ e = 1 / inner ℂ x (inverseIterate A x)) ∧
      x + correction A x (1 / inner ℂ x (inverseIterate A x)) =
        (1 / inner ℂ x (inverseIterate A x)) • inverseIterate A x := by
  refine ⟨fun e => ?_, add_correction h _⟩
  rw [inner_correction hx h, sub_eq_zero, eq_div_iff hxy]

/-- Let `x` be a unit vector whose Rayleigh quotient `θ` is not an eigenvalue of `A`. Some scalar
`e` makes the correction orthogonal to `x` if and only if `⟨x, y⟩ ≠ 0`. -/
theorem exists_orthogonal_correction_iff (hx : ‖x‖ = 1)
    (h : ¬ HasEigenvalue A (rayleigh A x)) :
    (∃ e : ℂ, inner ℂ x (correction A x e) = 0) ↔ inner ℂ x (inverseIterate A x) ≠ 0 := by
  constructor
  · rintro ⟨e, he⟩ h0
    rw [inner_correction hx h, h0] at he
    simp at he
  · intro hxy
    exact ⟨_, ((jacobiDavidson_eq_inverseIteration hx h hxy).1 _).2 rfl⟩

/-- Let `x` be a unit vector whose Rayleigh quotient `θ` is not an eigenvalue of `A`. For Hermitian
`A`, the corrected vector `x + t`, scaled to unit length, has a residual norm no larger than that of
`x`. -/
theorem residual_norm_antitone (hA : LinearMap.IsSymmetric A) (hx : ‖x‖ = 1)
    (h : ¬ HasEigenvalue A (rayleigh A x)) (e c : ℂ)
    (hu : ‖c • (x + correction A x e)‖ = 1) :
    ‖residual A (c • (x + correction A x e))‖ ≤ ‖residual A x‖ := by
  rw [add_correction h, smul_smul] at hu ⊢
  have hy := inverseIterate_spec h
  -- the Rayleigh quotient of a Hermitian operator is real
  have hθ : (starRingEnd ℂ) (rayleigh A x) = rayleigh A x := by
    rw [rayleigh, inner_conj_symm]
    exact hA x x
  -- moving `A - θ` to the other side gives `⟨r, y⟩ = ⟨x, x⟩ = 1`
  have h1 : inner ℂ (residual A x) (inverseIterate A x) = 1 := by
    rw [residual, inner_sub_left, inner_smul_left, hA x (inverseIterate A x), hθ,
      ← inner_smul_right, ← inner_sub_right, hy, inner_self_eq_norm_sq_to_K, hx]
    simp
  have h2 : 1 ≤ ‖residual A x‖ * ‖inverseIterate A x‖ := by
    have hcs := norm_inner_le_norm (𝕜 := ℂ) (residual A x) (inverseIterate A x)
    rwa [h1, norm_one] at hcs
  have h3 : ‖A ((c * e) • inverseIterate A x)
      - rayleigh A x • ((c * e) • inverseIterate A x)‖ = ‖c * e‖ := by
    rw [map_smul, smul_comm (rayleigh A x) (c * e) (inverseIterate A x), ← smul_sub, hy,
      norm_smul, hx, mul_one]
  rw [norm_smul] at hu
  calc ‖residual A ((c * e) • inverseIterate A x)‖
      ≤ ‖A ((c * e) • inverseIterate A x)
          - rayleigh A x • ((c * e) • inverseIterate A x)‖ :=
        residual_norm_le A (by rw [norm_smul]; exact hu) _
    _ = ‖c * e‖ := h3
    _ ≤ ‖c * e‖ * (‖residual A x‖ * ‖inverseIterate A x‖) :=
        le_mul_of_one_le_right (norm_nonneg _) h2
    _ = ‖residual A x‖ := by linear_combination ‖residual A x‖ * hu

end

end JacobiDavidsonInverseIteration
```

```lean
#print axioms JacobiDavidsonInverseIteration.jacobiDavidson_eq_inverseIteration
-- 'JacobiDavidsonInverseIteration.jacobiDavidson_eq_inverseIteration' depends on axioms: [propext, Classical.choice, Quot.sound]
#print axioms JacobiDavidsonInverseIteration.exists_orthogonal_correction_iff
-- 'JacobiDavidsonInverseIteration.exists_orthogonal_correction_iff' depends on axioms: [propext, Classical.choice, Quot.sound]
#print axioms JacobiDavidsonInverseIteration.residual_norm_antitone
-- 'JacobiDavidsonInverseIteration.residual_norm_antitone' depends on axioms: [propext, Classical.choice, Quot.sound]
```

### How the proof follows the algebra

`isUnit_shifted` shows that A − θ has trivial kernel, since a nonzero kernel vector would be an eigenvector for θ; in finite dimension this gives invertibility. `inverseIterate_spec` applies the product of A − θ and its inverse to x, which gives (A − θ)y = x. In `add_correction`, the product in the other order gives (A − θ)⁻¹r = x, and linearity yields x + t(e) = e y.

`inner_correction` takes the inner product with x. The main theorem sets the result to zero and divides by the overlap, which is where `hxy` is needed. In the existence theorem, a zero overlap would turn the orthogonality condition into −1 = 0.

`residual_norm_le` is the Pythagoras argument: `h0` is the orthogonality of the residual to u, `h2` is the decomposition, and `nlinarith` passes from squared norms to norms. In `residual_norm_antitone`, the factor d is `c * e`. There `h1` is ⟨r,y⟩ = 1, `h2` is the Cauchy-Schwarz bound and `h3` is ‖(A − θ)u‖ = |d|. The closing `calc` block chains them in the same order as the inequalities above.
